# A carry chain with incoming carry 1 and summed outgoing carry is the cyclic shift on N bits

A chain of carry matrices adds 0 or 1 to a binary number, with one matrix for each bit. The carry enters at the least significant bit, which is numbered site 0 here, and moves towards the most significant bit, site $N-1$. Each matrix takes the incoming carry as its column index and the outgoing carry as its row index, so more significant sites stand further to the left in the product. With these conventions, feeding in a carry of 1 and summing over the carry that comes out gives the operator that sends grid point $x$ to $x+1$ modulo $2^N$.

In quantics simulations, where a function on a uniform grid is stored as a tensor train over the bits of the grid index, this operator is the building block of finite differences for one coordinate on a finite periodic grid.

## Registers, tensors and the chain

```lean
import Mathlib

open Matrix

namespace QuanticsShiftMPO

noncomputable section
```

These lines load the Mathlib library, make the matrix notation available and open a namespace for the names that follow.

```lean
/-- The integer encoded by a register of `N` bits, least significant bit first. -/
def bitValue {N : ℕ} (x : Fin N → Fin 2) : ℕ :=
  ∑ i, (x i : ℕ) * 2 ^ (i : ℕ)
```

`Fin N` is the type of the integers $0,\dots,N-1$, so a register `x : Fin N → Fin 2` is a list of bits $x_0,\dots,x_{N-1}$. The integer it encodes is
$$v(x)=\sum_{i=0}^{N-1} x_i\,2^i .$$
The arrow `(x i : ℕ)` reads a bit as an ordinary natural number, so that the sum is not taken modulo 2.

```lean
/-- The local tensor with input bit `s` and output bit `t`: its entry from incoming carry `c`
to outgoing carry `c'` is 1 if `s + c = t + 2 c'` and 0 otherwise. -/
def carryTensor (s t : Fin 2) : Matrix (Fin 2) (Fin 2) ℂ :=
  Matrix.of fun c' c => if (s : ℕ) + (c : ℕ) = (t : ℕ) + 2 * (c' : ℕ) then 1 else 0
```

Write $\mathbf 1[A]$ for 1 if $A$ is true and 0 otherwise. The local tensor is
$$W^{(s,t)}(c',c)=\mathbf 1[\,s+c=t+2c'\,].$$
This is a one-bit adder: input bit $s$ plus incoming carry $c$ leaves output bit $t$ and outgoing carry $c'$.

```lean
/-- The ordered product of the local tensors over all sites, with both end bonds open. -/
def carryChain : (N : ℕ) → (Fin N → Fin 2) → (Fin N → Fin 2) → Matrix (Fin 2) (Fin 2) ℂ
  | 0, _, _ => 1
  | n + 1, x, y => carryTensor (x (Fin.last n)) (y (Fin.last n)) *
      carryChain n (fun i => x i.castSucc) (fun i => y i.castSucc)
```

The chain is defined by recursion on the number of sites. With no sites it is the $2\times2$ identity. Otherwise the tensor of the last site multiplies the chain of the remaining ones from the left:
$$M_N(x,y)=W^{(x_{N-1},y_{N-1})}\cdots W^{(x_0,y_0)} .$$
`Fin.last n` is the most significant site of an $(n+1)$-bit register, and `fun i => x i.castSucc` is the register without it.

```lean
/-- The operator on `N`-bit registers obtained from the chain with incoming carry 1 and
summed outgoing carry; rows are outputs and columns are inputs. -/
def shiftMPO (N : ℕ) : Matrix (Fin N → Fin 2) (Fin N → Fin 2) ℂ :=
  Matrix.of fun y x => ∑ c' : Fin 2, carryChain N x y c' 1
```

The operator is $S(y,x)=\sum_{c'}M_N(x,y)(c',1)$. Its rows are labelled by outputs and its columns by inputs, so it acts on column vectors in the usual way. An operator whose entries are given by a chain of local tensors like this is called a matrix product operator, or MPO.

## Bits and integers

```lean
/-- The most significant bit of an `(n+1)`-bit register contributes `2^n` times its value. -/
theorem bitValue_succ {n : ℕ} (x : Fin (n + 1) → Fin 2) :
    bitValue x = bitValue (fun i : Fin n => x i.castSucc) + (x (Fin.last n) : ℕ) * 2 ^ n := by
  simp [bitValue, Fin.sum_univ_castSucc]
```

Separating the last term of the sum gives $v(x)=v(x_{<n})+x_n2^n$, where $x_{<n}$ denotes the lower $n$ bits.

```lean
/-- An `N`-bit register encodes an integer below `2^N`. -/
theorem bitValue_lt : ∀ {N : ℕ} (x : Fin N → Fin 2), bitValue x < 2 ^ N := by
  intro N
  induction N with
  | zero => intro x; simp [bitValue]
  | succ n ih =>
    intro x
    rw [bitValue_succ, pow_succ]
    have h := ih (fun i => x i.castSucc)
    have hs := (x (Fin.last n)).isLt
    have hm : (x (Fin.last n) : ℕ) * 2 ^ n ≤ 1 * 2 ^ n :=
      Nat.mul_le_mul_right _ (by omega)
    omega
```

The claim is $v(x)<2^N$. For $N=0$ the sum is empty and $0<1$. In the induction step, $v(x_{<n})<2^n$ and $x_n2^n\le 2^n$, so the total is below $2^{n+1}$. The tactic `omega`, which proves linear facts about integers and natural numbers, does the final addition of inequalities.

```lean
/-- Two registers that encode the same integer are equal bit by bit. -/
theorem bitValue_injective {N : ℕ} {x y : Fin N → Fin 2} (h : bitValue x = bitValue y) :
    x = y := by
  apply finFunctionFinEquiv.injective
  apply Fin.ext
  rw [finFunctionFinEquiv_apply, finFunctionFinEquiv_apply]
  exact h
```

Binary digits are unique: the parity of $v(x)$ fixes $x_0$, halving the rest fixes $x_1$, and so on. The proof takes this from Mathlib, where `finFunctionFinEquiv` is a one-to-one correspondence between digit strings and integers given by the same sum.

## One more site

```lean
/-- Contracting one more site with a block of sites that encodes integers below `P` carries the
addition rule of the block over to the enlarged block. -/
theorem carry_step (P X Y : ℕ) (hX : X < P) (hY : Y < P) (s t c' c : Fin 2) :
    carryTensor s t c' 0 * (if X + (c : ℕ) = Y + P * ((0 : Fin 2) : ℕ) then (1 : ℂ) else 0) +
      carryTensor s t c' 1 * (if X + (c : ℕ) = Y + P * ((1 : Fin 2) : ℕ) then (1 : ℂ) else 0) =
    if X + (s : ℕ) * P + (c : ℕ) = Y + (t : ℕ) * P + P * 2 * (c' : ℕ) then (1 : ℂ) else 0 := by
  have hc := c.isLt
  have hs : (s : ℕ) = 0 ∨ (s : ℕ) = 1 := by omega
  have ht : (t : ℕ) = 0 ∨ (t : ℕ) = 1 := by omega
  have hc' : (c' : ℕ) = 0 ∨ (c' : ℕ) = 1 := by omega
  -- for fixed bits every condition is linear in the remaining unknowns
  rcases hs with hs | hs <;> rcases ht with ht | ht <;> rcases hc' with hc' | hc' <;>
    simp only [carryTensor, Matrix.of_apply, Fin.val_zero, Fin.val_one, hs, ht, hc'] <;>
    split_ifs <;> first | (exfalso; omega) | simp
```

Suppose a block of sites already adds correctly. It encodes the integers below $P$ (so $P=2^n$ for $n$ sites), its input and output values are $X,Y<P$, and its incoming carry is $c$. The lemma says that contracting one more site over the shared bond $m$ gives
$$\sum_{m=0}^{1}W^{(s,t)}(c',m)\,\mathbf 1[X+c=Y+Pm]=\mathbf 1[X+sP+c=Y+tP+2Pc'].$$

If a term on the left is nonzero, then $s+m=t+2c'$ and $X+c=Y+Pm$. Multiplying the first equation by $P$, adding the second and cancelling $Pm$ gives the condition on the right. At most one $m$ contributes, because $P>0$ and $Pm=X+c-Y$.

Conversely, let the condition on the right hold and set $m=t+2c'-s$. Then $X+c-Y=Pm$. The bounds on $X$, $Y$ and $c$ give $-P<X+c-Y\le P$, hence $m$ is 0 or 1, and that term equals 1.

The Lean proof turns on making this problem linear. Products such as $sP$ contain two unknowns, which `omega` cannot treat. The `rcases` line therefore splits into the eight values of $(s,t,c')$, after which every coefficient of $P$ is a number. The carry $c$ needs no splitting, since it enters linearly and `hc` bounds it. Next, `split_ifs` separates the cases in which each condition is true or false. A contradictory combination is refuted by `omega`; in a consistent one, `simp` checks an identity between zeros and ones. Stating the lemma for a general $P$ keeps powers of two out of the arithmetic altogether.

## Addition with the bonds open

```lean
/-- The chain performs binary addition: its entry from incoming carry `c` to outgoing carry
`c'` is 1 if `x + c = y + 2^N c'` and 0 otherwise. -/
theorem carryChain_apply : ∀ (N : ℕ) (x y : Fin N → Fin 2) (c' c : Fin 2),
    carryChain N x y c' c =
      if bitValue x + (c : ℕ) = bitValue y + 2 ^ N * (c' : ℕ) then 1 else 0 := by
  intro N
  induction N with
  | zero =>
    intro x y c' c
    fin_cases c' <;> fin_cases c <;> simp [carryChain, bitValue]
  | succ n ih =>
    intro x y c' c
    -- split off the most significant site and sum over the bond next to it
    rw [carryChain, Matrix.mul_apply, Fin.sum_univ_two, ih, ih, bitValue_succ x,
      bitValue_succ y, pow_succ]
    exact carry_step _ _ _ (bitValue_lt _) (bitValue_lt _) _ _ _ _
```

This is the central statement:
$$M_N(x,y)(c',c)=\mathbf 1[\,v(x)+c=v(y)+2^Nc'\,].$$
For $N=0$ both values vanish, and the condition $c=c'$ describes the identity matrix. For $n+1$ sites, the matrix product is a sum over the bond next to the most significant site:
$$M_{n+1}(c',c)=\sum_m W^{(x_n,y_n)}(c',m)\,M_n(m,c).$$
The induction hypothesis `ih` replaces both entries of $M_n$, and `carry_step` with $P=2^n$ finishes the argument. The bounds it requires come from `bitValue_lt`.

## The cyclic shift

```lean
/-- The quantics shift MPO: the matrix element from `x` to `y` is 1 if `y = x + 1` modulo
`2^N` and 0 otherwise. -/
theorem shiftMPO_apply (N : ℕ) (y x : Fin N → Fin 2) :
    shiftMPO N y x = if bitValue y = (bitValue x + 1) % 2 ^ N then 1 else 0 := by
  have hx := bitValue_lt x
  have hy := bitValue_lt y
  simp only [shiftMPO, Matrix.of_apply, Fin.sum_univ_two, carryChain_apply, Fin.val_zero,
    Fin.val_one, mul_zero, mul_one, add_zero]
  rcases Nat.lt_or_ge (bitValue x + 1) (2 ^ N) with h | h
  · -- no overflow: the outgoing carry is 0
    rw [Nat.mod_eq_of_lt h]
    split_ifs <;> first | (exfalso; omega) | simp
  · -- overflow at the last grid point: the outgoing carry is 1
    have e : bitValue x + 1 = 2 ^ N := by omega
    rw [e, Nat.mod_self]
    split_ifs <;> first | (exfalso; omega) | simp
```

Setting $c=1$ and summing over $c'$ gives
$$S(y,x)=\mathbf 1[v(x)+1=v(y)]+\mathbf 1[v(x)+1=v(y)+2^N].$$
If $v(x)+1<2^N$, the second term vanishes and the first selects $v(y)=v(x)+1$. Otherwise $v(x)+1=2^N$; the first term then vanishes because $v(y)<2^N$, and the second selects $v(y)=0$. Together these are the condition $v(y)=(v(x)+1)\bmod 2^N$. The two bullets in the proof are these two cases.

```lean
/-- Acting on any state, the shift MPO moves the amplitude at `x` to the grid point
`x + 1` modulo `2^N`. -/
theorem shiftMPO_mulVec (N : ℕ) (ψ : (Fin N → Fin 2) → ℂ) (x y : Fin N → Fin 2)
    (h : bitValue y = (bitValue x + 1) % 2 ^ N) : (shiftMPO N *ᵥ ψ) y = ψ x := by
  simp only [Matrix.mulVec, dotProduct, shiftMPO_apply]
  rw [Finset.sum_eq_single x]
  · rw [if_pos h, one_mul]
  · -- no other grid point is shifted to `y`
    intro z _ hz
    rw [if_neg, zero_mul]
    intro hz'
    have e : bitValue z + 1 ≡ bitValue x + 1 [MOD 2 ^ N] := hz'.symm.trans h
    exact hz (bitValue_injective (Nat.ModEq.eq_of_lt_of_lt
      (Nat.ModEq.add_right_cancel' 1 e) (bitValue_lt z) (bitValue_lt x)))
  · intro hx
    exact absurd (Finset.mem_univ x) hx
```

Here `*ᵥ` is a matrix acting on a vector, and `ψ` is any complex function on the grid, normalised or not. In
$$(S\psi)(y)=\sum_z S(y,z)\,\psi(z)$$
a term survives only if $v(z)+1\equiv v(y)\equiv v(x)+1 \pmod{2^N}$. Cancelling the 1 gives $v(z)\equiv v(x)$. Both numbers lie below $2^N$, so they are equal, and $z=x$. What remains is $\psi(x)$.

In a calculation, $S$ gives $\psi$ at the left neighbour and its transpose gives $\psi$ at the right neighbour. With grid spacing $h$, the periodic second difference is $(S+S^{T}-2)/h^2$. The transpose is obtained by exchanging $s$ and $t$ in every local tensor. In code, the end bonds are closed with the vector $(0,1)$ at the least significant site and $(1,1)$ at the most significant one. If a program stores the most significant bit first, its tensors stand in the same order as the factors of $M_N(x,y)$, and the carry enters at the last of them.

## Other ways to close the bond

```lean
/-- With incoming carry 1 and outgoing carry fixed to 0, the chain gives the shift without
wrap-around: 1 if `y = x + 1` as integers and 0 otherwise. -/
theorem carryChain_open_shift (N : ℕ) (x y : Fin N → Fin 2) :
    carryChain N x y 0 1 = if bitValue y = bitValue x + 1 then 1 else 0 := by
  rw [carryChain_apply]
  exact if_congr ⟨fun h => by simpa using h.symm, fun h => by simpa using h.symm⟩ rfl rfl
```

Fixing the outgoing carry to 0 keeps only the term $\mathbf 1[v(y)=v(x)+1]$. The last grid point then has no image, so its amplitude is lost. This closure suits a grid on which the function is taken to be zero beyond the ends.

```lean
/-- Closing the carry bond by a trace gives the identity plus a single matrix element from
the last grid point to the first. -/
theorem trace_carryChain (N : ℕ) (x y : Fin N → Fin 2) :
    (carryChain N x y).trace = (if x = y then 1 else 0) +
      (if bitValue x + 1 = 2 ^ N ∧ bitValue y = 0 then 1 else 0) := by
  have hx := bitValue_lt x
  have h1 : x = y ↔ bitValue x = bitValue y :=
    ⟨fun h => by rw [h], fun h => bitValue_injective h⟩
  have h2 : (bitValue x + 1 = 2 ^ N ∧ bitValue y = 0) ↔
      bitValue x + 1 = bitValue y + 2 ^ N := by
    constructor
    · rintro ⟨h, h'⟩
      omega
    · intro h
      constructor <;> omega
  rw [Matrix.trace_fin_two, carryChain_apply, carryChain_apply]
  congr 1
  · exact if_congr (by rw [h1]; simp) rfl rfl
  · exact if_congr (by rw [h2]; simp) rfl rfl

end

end QuanticsShiftMPO
```

A trace sets the outgoing carry equal to the incoming one and sums over both values:
$$\operatorname{tr}M_N(x,y)=\mathbf 1[v(x)=v(y)]+\mathbf 1[v(x)+1=v(y)+2^N].$$
The first term is the identity. In the second, $v(x)+1\le2^N$ forces $v(y)=0$ and $v(x)=2^N-1$, which is one matrix element from the last grid point to the first. For $N=0$ these are the same point, and the trace is 2. A periodic grid is therefore not obtained by making the carry bond periodic: the wrap-around comes from discarding the final carry, whatever its value.

```lean
#print axioms QuanticsShiftMPO.shiftMPO_mulVec
#print axioms QuanticsShiftMPO.carryChain_open_shift
#print axioms QuanticsShiftMPO.trace_carryChain
```

```
'QuanticsShiftMPO.shiftMPO_mulVec' depends on axioms: [propext, Classical.choice, Quot.sound]
'QuanticsShiftMPO.carryChain_open_shift' depends on axioms: [propext, Classical.choice, Quot.sound]
'QuanticsShiftMPO.trace_carryChain' depends on axioms: [propext, Classical.choice, Quot.sound]
```
